# An atomic configuration with $q$ partly filled shells of $l\ge 1$ has at least $2^q$ jj configurations

If a relativistic calculation is planned from a nonrelativistic list of configurations, counting one relativistic configuration for each entry can underestimate its size. The single configuration $d^4p^2$, for example, becomes 15 jj configurations. The count below covers a fixed configuration with finitely many shells. It concerns the length of the configuration list in relativistic electronic-structure work, not the running time of a program.

```lean
import Mathlib

open Finset

namespace JJConfigurationCount
```

## Splitting one shell

Spin–orbit coupling divides a shell of orbital angular momentum $l$ into subshells $j=l\mp\tfrac12$. Each holds $2j+1$ electrons, so the capacities are $2l$ and $2l+2$. For $l=0$ the lower subshell is absent, which capacity 0 expresses correctly. A jj splitting of $l^N$ is a pair of occupations $(a,b)$ with
$$a+b=N,\qquad a\le 2l,\qquad b\le 2l+2.$$
In Lean, `antidiagonal N` supplies the pairs with sum $N$, and the filter imposes the capacities.

```lean
/-- The jj splittings of `l^N`: pairs `(a, b)` with `a + b = N`, where `a` electrons occupy the
subshell `j = l - 1/2` of capacity `2l` and `b` the subshell `j = l + 1/2` of capacity `2l + 2`. -/
def jjSplittings (l N : ℕ) : Finset (ℕ × ℕ) :=
  (antidiagonal N).filter (fun p => p.1 ≤ 2 * l ∧ p.2 ≤ 2 * l + 2)
```

Since $b=N-a$, only $a$ is free, and it runs over the integers
$$\max(0,N-2l-2)\le a\le\min(N,2l).$$
The number of values is $N+1$ for $N\le 2l$, $2l+1$ for $2l\le N\le 2l+2$, and $4l+3-N$ for $2l+2\le N\le 4l+2$. Together,
$$n(l,N)=\min(N,\,4l+2-N,\,2l)+1.$$
The hypothesis `hN` says that the shell is not overfilled. The proof writes the set as the image of this interval under $a\mapsto(a,N-a)$, which is injective. Natural-number subtraction stops at zero and so provides the maximum, and `omega` compares the cases.

```lean
/-- A shell `l` with `N ≤ 4l + 2` electrons has `min(N, 4l + 2 - N, 2l) + 1` jj splittings. -/
theorem card_jjSplittings (l N : ℕ) (hN : N ≤ 4 * l + 2) :
    (jjSplittings l N).card = min N (min (4 * l + 2 - N) (2 * l)) + 1 := by
  -- the occupation of the lower subshell runs over an interval and fixes the other one
  have himg : jjSplittings l N =
      (Icc (N - (2 * l + 2)) (min N (2 * l))).image (fun a => (a, N - a)) := by
    ext ⟨a, b⟩
    simp only [jjSplittings, mem_filter, HasAntidiagonal.mem_antidiagonal, mem_image, mem_Icc,
      Prod.mk.injEq]
    constructor
    · rintro ⟨h1, h2, h3⟩
      exact ⟨a, ⟨by omega, by omega⟩, rfl, by omega⟩
    · rintro ⟨c, ⟨h1, h2⟩, rfl, rfl⟩
      omega
  rw [himg, card_image_of_injective _ (fun a b hab => congrArg Prod.fst hab), Nat.card_Icc]
  omega
```

The smallest case with a real choice is $p^1$, with splittings $(1,0)$ and $(0,1)$. The largest count for given $l$ is $2l+1$, reached when neither $N$ nor $4l+2-N$ is below $2l$, that is, for $2l\le N\le 2l+2$.

```lean
/-- For `N ≤ 4l + 2` the number of jj splittings equals `2l + 1` exactly when
`2l ≤ N ≤ 2l + 2`. -/
theorem card_jjSplittings_eq_max_iff (l N : ℕ) (hN : N ≤ 4 * l + 2) :
    (jjSplittings l N).card = 2 * l + 1 ↔ 2 * l ≤ N ∧ N ≤ 2 * l + 2 := by
  rw [card_jjSplittings l N hN]
  omega
```

The splittings should also account for every Slater determinant built from the shell's spin-orbitals of definite $j$ and $m_j$. A splitting $(a,b)$ contains $\binom{2l}{a}\binom{2l+2}{b}$ of them, and Vandermonde's identity gives
$$\sum_{a+b=N}\binom{2l}{a}\binom{2l+2}{b}=\binom{4l+2}{N}.$$
Overfilled subshells contribute zero, so restricting the sum to allowed splittings changes nothing. The proof removes those terms with `sum_filter_of_ne`.

```lean
/-- The numbers of Slater determinants belonging to the jj splittings of `l^N` add up to the
number of ways of placing `N` electrons in the `4l + 2` spin-orbitals of the shell. -/
theorem sum_determinants (l N : ℕ) :
    ∑ p ∈ jjSplittings l N, (2 * l).choose p.1 * (2 * l + 2).choose p.2
      = (4 * l + 2).choose N := by
  rw [show 4 * l + 2 = 2 * l + (2 * l + 2) by ring, Nat.add_choose_eq]
  unfold jjSplittings
  -- an overfilled subshell has no determinants
  apply sum_filter_of_ne
  intro p _ hp
  constructor
  · by_contra h
    exact hp (by rw [Nat.choose_eq_zero_of_lt (by omega), zero_mul])
  · by_contra h
    exact hp (by rw [Nat.choose_eq_zero_of_lt (n := 2 * l + 2) (by omega), mul_zero])
```

## Several shells

Let $i$ label the shells, with angular momenta $l_i$ and occupations $N_i$. Different labels may have the same $l$, as for $2p$ and $3p$. A jj configuration chooses one splitting for each shell independently; `Fintype.piFinset` is the set of all such choices. No total $J$ is selected, and a calculation at fixed $J$ may need fewer configurations.

```lean
variable {ι : Type*} [Fintype ι] [DecidableEq ι]

/-- The relativistic jj configurations of an atom whose shell `i` has orbital angular momentum
`l i` and holds `N i` electrons: one jj splitting is chosen for every shell. -/
def jjConfigurations (l N : ι → ℕ) : Finset (ι → ℕ × ℕ) :=
  Fintype.piFinset (fun i => jjSplittings (l i) (N i))
```

Let $O$ be the set of shells with $l_i\ge1$ and $0<N_i<4l_i+2$, and let $q=|O|$. This is `openShells`; a half-filled $s$ shell is not in it.

```lean
/-- The partly filled shells with `l ≥ 1`. -/
def openShells (l N : ι → ℕ) : Finset ι :=
  univ.filter (fun i => 1 ≤ l i ∧ 0 < N i ∧ N i < 4 * l i + 2)
```

Independent choices multiply:
$$\prod_i n(l_i,N_i)=\prod_{i\in O} n(l_i,N_i).$$
The two products agree because outside $O$ one entry of the minimum vanishes: $N_i$ for an empty shell, $4l_i+2-N_i$ for a full one, $2l_i$ for an $s$ shell. Each such factor is 1, which is what `prod_subset` requires. For $d^4p^2$ the product is $5\cdot3=15$.

```lean
/-- If no shell is overfilled, the number of jj configurations is the product of
`min(N, 4l + 2 - N, 2l) + 1` over the partly filled shells with `l ≥ 1`. -/
theorem card_jjConfigurations (l N : ι → ℕ) (hN : ∀ i, N i ≤ 4 * l i + 2) :
    (jjConfigurations l N).card =
      ∏ i ∈ openShells l N, (min (N i) (min (4 * l i + 2 - N i) (2 * l i)) + 1) := by
  rw [jjConfigurations, Fintype.card_piFinset,
    prod_congr rfl (fun i _ => card_jjSplittings (l i) (N i) (hN i))]
  symm
  -- empty shells, full shells and s shells split in one way only
  apply prod_subset (subset_univ _)
  intro i _ hi
  have h := hN i
  simp only [openShells, mem_filter, mem_univ, true_and] at hi
  omega
```

For $i\in O$ we have $N_i\ge1$, $4l_i+2-N_i\ge1$ and $2l_i\ge2$. The minimum is therefore at least 1 and the factor at least 2, so
$$\prod_{i\in O} n(l_i,N_i)\ge 2^q.$$
The count therefore grows at least exponentially with the number of partly filled shells with $l\ge1$. In Lean, $2^q$ is written as a product of twos and compared factor by factor. If $q=0$, both sides equal 1.

```lean
/-- An atom without overfilled shells that has `q` partly filled shells with `l ≥ 1` has at
least `2^q` relativistic jj configurations. -/
theorem two_pow_le_card_jjConfigurations (l N : ι → ℕ) (hN : ∀ i, N i ≤ 4 * l i + 2) :
    2 ^ (openShells l N).card ≤ (jjConfigurations l N).card := by
  rw [card_jjConfigurations l N hN, ← prod_const]
  apply prod_le_prod
  · intro i _
    exact Nat.zero_le _
  · intro i hi
    simp only [openShells, mem_filter, mem_univ, true_and] at hi
    omega
```

The same comparison from above, using $n(l_i,N_i)\le 2l_i+1$, gives the upper bound $\prod_{i\in O}(2l_i+1)$; this one is argued here only in prose.

The lower bound is attained when every factor equals 2. Since $2l_i\ge2$, this means $N_i=1$ or $4l_i+2-N_i=1$: a single electron or a single hole in each shell of $O$. If some shell has neither, its factor is at least 3 and the product exceeds $2^q$, which is the use of `prod_lt_prod`. Conversely, the factors agree one by one.

```lean
/-- If no shell is overfilled, the number of jj configurations is exactly `2^q`, with `q` the
number of partly filled shells with `l ≥ 1`, if and only if each of these shells holds a single
electron or lacks a single electron. -/
theorem card_jjConfigurations_eq_two_pow_iff (l N : ι → ℕ) (hN : ∀ i, N i ≤ 4 * l i + 2) :
    (jjConfigurations l N).card = 2 ^ (openShells l N).card ↔
      ∀ i ∈ openShells l N, N i = 1 ∨ N i = 4 * l i + 1 := by
  rw [card_jjConfigurations l N hN, ← prod_const]
  constructor
  · intro heq i hi
    by_contra hne
    -- one shell with three or more splittings makes the product strictly larger
    have hlt : ∏ _i ∈ openShells l N, 2 <
        ∏ i ∈ openShells l N, (min (N i) (min (4 * l i + 2 - N i) (2 * l i)) + 1) := by
      apply prod_lt_prod
      · intro k _
        norm_num
      · intro k hk
        simp only [openShells, mem_filter, mem_univ, true_and] at hk
        omega
      · refine ⟨i, hi, ?_⟩
        simp only [openShells, mem_filter, mem_univ, true_and] at hi
        omega
    omega
  · intro h
    apply prod_congr rfl
    intro i hi
    have h1 := h i hi
    simp only [openShells, mem_filter, mem_univ, true_and] at hi
    omega

end JJConfigurationCount
```

```lean
#print axioms JJConfigurationCount.card_jjSplittings_eq_max_iff
-- 'JJConfigurationCount.card_jjSplittings_eq_max_iff' depends on axioms: [propext, Classical.choice, Quot.sound]
#print axioms JJConfigurationCount.sum_determinants
-- 'JJConfigurationCount.sum_determinants' depends on axioms: [propext, Classical.choice, Quot.sound]
#print axioms JJConfigurationCount.two_pow_le_card_jjConfigurations
-- 'JJConfigurationCount.two_pow_le_card_jjConfigurations' depends on axioms: [propext, Classical.choice, Quot.sound]
#print axioms JJConfigurationCount.card_jjConfigurations_eq_two_pow_iff
-- 'JJConfigurationCount.card_jjConfigurations_eq_two_pow_iff' depends on axioms: [propext, Classical.choice, Quot.sound]
```
